# Expectation values in a nondegenerate eigenstate are unchanged by a unitary symmetry

Let `H` be a complex square matrix on a finite-dimensional space and `ψ` a unit eigenvector of it whose eigenspace is one-dimensional. The theorem `expectation_translate` states that if a unitary `T` commutes with `H`, then `Tᴴ * A * T` and `A` have the same expectation value in `ψ`, for every matrix `A`; neither `H` nor `A` need be Hermitian. The proof moves `T` from the observable to the state and uses the preceding theorem, `translation_phase`, to write `T *ᵥ ψ` as `c • ψ` with `star c * c = 1`. The two scalar factors are then to be drawn out of the inner product and cancelled.

The first attempt, which Lean rejects:

```lean
import Mathlib

open Matrix

namespace ExpectationTranslate

noncomputable section

variable {n : Type*} [Fintype n] [DecidableEq n] {N : ℕ}

/-- The expectation value `⟨ψ, A ψ⟩` of an observable `A` in the state `ψ`. -/
def expectation (ψ : n → ℂ) (A : Matrix n n ℂ) : ℂ := star ψ ⬝ᵥ (A *ᵥ ψ)

/-- `ψ` is a unit eigenvector of `H` with eigenvalue `E`, and every solution of
`H φ = E φ` is a multiple of `ψ`. -/
structure IsNondegenerate (H : Matrix n n ℂ) (E : ℂ) (ψ : n → ℂ) : Prop where
  unit : star ψ ⬝ᵥ ψ = 1
  eigen : H *ᵥ ψ = E • ψ
  unique : ∀ φ : n → ℂ, H *ᵥ φ = E • φ → ∃ c : ℂ, φ = c • ψ

/-- A unitary `T` that commutes with `H` multiplies a nondegenerate eigenvector of `H` by a phase.
-/
theorem translation_phase {H T : Matrix n n ℂ} {E : ℂ} {ψ : n → ℂ}
    (h : IsNondegenerate H E ψ) (hT : T ∈ unitaryGroup n ℂ) (hHT : H * T = T * H) :
    ∃ c : ℂ, star c * c = 1 ∧ T *ᵥ ψ = c • ψ := by
  have hU : Tᴴ * T = 1 := Matrix.mem_unitaryGroup_iff'.mp hT
  -- the translated state lies in the same eigenspace
  have h1 : H *ᵥ (T *ᵥ ψ) = E • (T *ᵥ ψ) := by
    rw [Matrix.mulVec_mulVec, hHT, ← Matrix.mulVec_mulVec, h.eigen, Matrix.mulVec_smul]
  obtain ⟨c, hc⟩ := h.unique _ h1
  -- unitarity preserves the norm, so the factor is a phase
  have h2 : star (T *ᵥ ψ) ⬝ᵥ (T *ᵥ ψ) = 1 := by
    rw [Matrix.star_mulVec, ← Matrix.dotProduct_mulVec, Matrix.mulVec_mulVec, hU,
      Matrix.one_mulVec, h.unit]
  rw [hc, star_smul, smul_dotProduct, dotProduct_smul, h.unit] at h2
  exact ⟨c, by simpa [smul_eq_mul] using h2, hc⟩

/-- In a nondegenerate eigenvector of `H`, an observable and its translate by a unitary `T`
that commutes with `H` have the same expectation value. -/
theorem expectation_translate {H T : Matrix n n ℂ} {E : ℂ} {ψ : n → ℂ}
    (h : IsNondegenerate H E ψ) (hT : T ∈ unitaryGroup n ℂ) (hHT : H * T = T * H)
    (A : Matrix n n ℂ) : expectation ψ (Tᴴ * A * T) = expectation ψ A := by
  obtain ⟨c, hcc, hc⟩ := translation_phase h hT hHT
  -- move the translation from the observable to the state
  have h1 : expectation ψ (Tᴴ * A * T) = expectation (T *ᵥ ψ) A := by
    unfold expectation
    rw [Matrix.star_mulVec, ← Matrix.dotProduct_mulVec]
    simp only [Matrix.mulVec_mulVec, mul_assoc]
  rw [h1, hc]
  simp only [expectation, Matrix.mulVec_smul, star_smul, smul_dotProduct, dotProduct_smul,
    smul_eq_mul]
  rw [← mul_assoc, hcc, one_mul]

end

end ExpectationTranslate
```

The error:

```
Main.lean:52:19: error: Tactic `rewrite` failed: Did not find an occurrence of the pattern
  star c * c
in the target expression
  c * star c * star ψ ⬝ᵥ A *ᵥ ψ = star ψ ⬝ᵥ A *ᵥ ψ

n : Type u_1
inst✝¹ : Fintype n
inst✝ : DecidableEq n
H T : Matrix n n ℂ
E : ℂ
ψ : n → ℂ
h : IsNondegenerate H E ψ
hT : T ∈ unitaryGroup n ℂ
hHT : H * T = T * H
A : Matrix n n ℂ
c : ℂ
hcc : star c * c = 1
hc : T *ᵥ ψ = c • ψ
h1 : expectation ψ (Tᴴ * A * T) = expectation (T *ᵥ ψ) A
⊢ c * star c * star ψ ⬝ᵥ A *ᵥ ψ = star ψ ⬝ᵥ A *ᵥ ψ
```

The error comes at the last step, the cancelling of the phase. After `← mul_assoc` has grouped the two scalars together, the left side of the goal begins with `c * star c`. The hypothesis `hcc` says `star c * c = 1`, with the factors in the other order. The two products are equal, since complex multiplication is commutative, but `rw` looks for the pattern as it is written and does not try commutativity. It therefore finds no occurrence of `star c * c` and fails.

The repair inserts `mul_comm c (star c)` before `hcc`. This turns `c * star c` into `star c * c`; its explicit arguments fix which product is to be swapped. Now `hcc` replaces that product by `1`, `one_mul` removes the `1`, and the two sides are identical, so `rw` closes the goal by reflexivity.

This version goes through:

```diff
@@ -50,5 +50,5 @@
   simp only [expectation, Matrix.mulVec_smul, star_smul, smul_dotProduct, dotProduct_smul,
     smul_eq_mul]
-  rw [← mul_assoc, hcc, one_mul]
+  rw [← mul_assoc, mul_comm c (star c), hcc, one_mul]
 
 end
```
